# A sum rule for the potential rise at a planar jellium surface

Take a uniform positive background of density nb filling z < 0, with electrons that obey Poisson's equation and a local force balance. The electrostatic energy v of an electron then rises from its bulk value v₁ to its value v(0) at the background edge by an amount fixed, in atomic units, by

nb (v(0) − v₁) = p + C n(0) + F²/(8π).

Here p is the bulk pressure of the electrons, n(0) is their density at the edge, C is the height of a potential step at the edge that is not part of v, positive if it makes the energy of an electron higher inside the background than outside, and F is the slope of v far out in the vacuum. A negative right-hand side means that v is lower at the edge than deep in the bulk. For a neutral surface F = 0 and the last term is absent. In a self-consistent calculation for this planar model, the rule can serve as a check on the converged potential, provided that the approximation used respects the force balance.

```lean
import Mathlib

open Filter Topology Set
open scoped Real

namespace JelliumSurface

noncomputable section
```

## Electrostatics and force balance on each side of the edge

Units are atomic, with Gaussian factors of 4π. Since v is the energy of a negative charge, Poisson's equation reads

v″ = 4π (nb − n) for z < 0,

v″ = −4π n for z > 0.

The electronic stress S has the sign of a pressure. Away from the edge it contains everything in the momentum balance of the electrons except the electrostatic force. In equilibrium its gradient balances that force:

S′ = −n v′ for z ≠ 0.

The constant C stands for a step in the potential felt by the electrons, in addition to v: their energy is higher by C inside the background than outside. Such a step can represent the average effect of ionic cores that a uniform background leaves out. It pushes electrons outward at the edge if C > 0 and inward if C < 0, and the stress jumps accordingly:

S(0+) − S(0−) = C n(0).

Deep in the bulk v → v₁, v′ → 0 and S → p. Far out in the vacuum v′ → F and S → 0. A nonzero F means that the surface carries a net charge.

The structure `IsSurface` collects these conditions. In it `v'` is a function in its own right, tied to `v` by the field `slope` away from the edge, and both functions are continuous everywhere. The numbers `Sin` and `Sout` are the one-sided limits S(0−) and S(0+), written with the filters `𝓝[<] 0` and `𝓝[>] 0`; `atBot` and `atTop` are the bulk and vacuum ends. Continuity of `n` is not required, so `n 0` has its meaning as the edge density when the profile is continuous there.

The force balance is assumed, not derived from a many-electron ground state or a density functional. Together with the vacuum limit and the jump it determines S everywhere off the edge, so the physical weight rests on the condition that this S arrives at the bulk pressure p.

```lean
/-- A planar jellium surface with background density `nb` filling `z < 0`: `v` is the electrostatic
energy of an electron, `v'` its slope, `n` the electron density and `S` the electronic stress.
The stress jumps by `C * n 0` at the edge, and the slope tends to `F` far out in the vacuum. -/
structure IsSurface (nb C p v₁ F Sin Sout : ℝ) (n v v' S : ℝ → ℝ) : Prop where
  v_cont : Continuous v
  slope_cont : Continuous v'
  slope : ∀ z, z ≠ 0 → HasDerivAt v (v' z) z
  poisson_in : ∀ z, z < 0 → HasDerivAt v' (4 * π * (nb - n z)) z
  poisson_out : ∀ z, 0 < z → HasDerivAt v' (-(4 * π * n z)) z
  force : ∀ z, z ≠ 0 → HasDerivAt S (-(n z * v' z)) z
  stress_in : Tendsto S (𝓝[<] 0) (𝓝 Sin)
  stress_out : Tendsto S (𝓝[>] 0) (𝓝 Sout)
  jump : Sout - Sin = C * n 0
  v_bulk : Tendsto v atBot (𝓝 v₁)
  slope_bulk : Tendsto v' atBot (𝓝 0)
  stress_bulk : Tendsto S atBot (𝓝 p)
  slope_vacuum : Tendsto v' atTop (𝓝 F)
  stress_vacuum : Tendsto S atTop (𝓝 0)
```

## A conserved momentum flux

For a background of density b, consider

G = S + b v − v′²/(8π).

The three terms are the electronic stress, the contribution of the background and the Maxwell stress of the field.

```lean
/-- Total momentum flux in a uniform background of density `b`: electronic stress, background
term and Maxwell stress. -/
def momentumFlux (b : ℝ) (v v' S : ℝ → ℝ) (z : ℝ) : ℝ :=
  S z + b * v z - v' z ^ 2 / (8 * π)
```

Differentiate and insert the force balance and v″ = 4π (b − n):

G′ = −n v′ + b v′ − 2 v′ · 4π (b − n)/(8π)

= −n v′ + b v′ − (b − n) v′

= 0.

The Lean proof follows the same path. The product rule gives the derivative of v′², the three derivatives are combined, and `field_simp` and `ring` carry out the cancellation. The lemma holds at a single point z and for any b, so it serves both sides of the edge.

```lean
/-- Poisson's equation and the force balance make the total momentum flux stationary. -/
theorem momentumFlux_hasDerivAt {b z : ℝ} {n v v' S : ℝ → ℝ}
    (hv : HasDerivAt v (v' z) z) (hw : HasDerivAt v' (4 * π * (b - n z)) z)
    (hS : HasDerivAt S (-(n z * v' z)) z) :
    HasDerivAt (momentumFlux b v v' S) 0 z := by
  have h2 : HasDerivAt (fun t => v' t ^ 2) (2 * v' z * (4 * π * (b - n z))) z := by
    have h := (hw.fun_mul hw).congr_deriv
      (show _ = 2 * v' z * (4 * π * (b - n z)) by ring)
    simpa only [← pow_two] using h
  have h : HasDerivAt (momentumFlux b v v' S) _ z :=
    (hS.fun_add (hv.const_mul b)).fun_sub (h2.div_const (8 * π))
  refine h.congr_deriv ?_
  have hpi := Real.pi_ne_zero
  field_simp
  ring
```

A function with zero derivative on an interval is constant there, so its limits at the two ends of the interval are equal. The next lemma states this for a connected open set `s` and two filters `l₁` and `l₂` that contain it. One filter can therefore describe the approach to the edge and the other the approach to infinity. The proof compares G with its value at one point of `s` and uses the uniqueness of limits.

```lean
/-- A quantity with zero derivative throughout a connected open region has the same limit at any
two ends of that region. -/
theorem limits_agree {G : ℝ → ℝ} {s : Set ℝ} {l₁ l₂ : Filter ℝ} [l₁.NeBot] [l₂.NeBot]
    {a b : ℝ} (ho : IsOpen s) (hs : IsPreconnected s) (hG : ∀ z ∈ s, HasDerivAt G 0 z)
    (h₁ : s ∈ l₁) (h₂ : s ∈ l₂) (t₁ : Tendsto G l₁ (𝓝 a)) (t₂ : Tendsto G l₂ (𝓝 b)) :
    a = b := by
  obtain ⟨x, hx⟩ := Filter.nonempty_of_mem h₁
  have hc : ∀ y ∈ s, G x = G y := fun y hy =>
    ho.is_const_of_deriv_eq_zero hs
      (fun z hz => (hG z hz).differentiableAt.differentiableWithinAt)
      (fun z hz => (hG z hz).deriv) hx hy
  have e₁ : (fun _ => G x) =ᶠ[l₁] G := by
    filter_upwards [h₁] with y hy using hc y hy
  have e₂ : (fun _ => G x) =ᶠ[l₂] G := by
    filter_upwards [h₂] with y hy using hc y hy
  exact (tendsto_nhds_unique t₁ (tendsto_const_nhds.congr' e₁)).trans
    (tendsto_nhds_unique t₂ (tendsto_const_nhds.congr' e₂)).symm
```

## From the deep bulk to the inner face

For z < 0 the background density is b = nb. As z → 0 from below, continuity of v and v′ gives

G → S(0−) + nb v(0) − v′(0)²/(8π).

As z → −∞ the slope vanishes, and

G → p + nb v₁.

The two limits are equal:

S(0−) + nb v(0) − v′(0)²/(8π) = p + nb v₁.

In the code `hG` is the vanishing derivative, `t₁` and `t₂` are the two limits, and `limits_agree` equates them.

```lean
variable {nb C p v₁ F Sin Sout : ℝ} {n v v' S : ℝ → ℝ}

/-- The momentum flux just inside the edge equals its value deep in the bulk. -/
theorem bulk_balance (h : IsSurface nb C p v₁ F Sin Sout n v v' S) :
    Sin + nb * v 0 - v' 0 ^ 2 / (8 * π) = p + nb * v₁ := by
  have hG : ∀ z ∈ Iio (0 : ℝ), HasDerivAt (momentumFlux nb v v' S) 0 z := fun z hz =>
    momentumFlux_hasDerivAt (h.slope z (ne_of_lt hz)) (h.poisson_in z hz)
      (h.force z (ne_of_lt hz))
  have t₁ : Tendsto (momentumFlux nb v v' S) (𝓝[<] 0)
      (𝓝 (Sin + nb * v 0 - v' 0 ^ 2 / (8 * π))) :=
    (h.stress_in.add (((h.v_cont.tendsto 0).mono_left nhdsWithin_le_nhds).const_mul nb)).sub
      ((((h.slope_cont.tendsto 0).mono_left nhdsWithin_le_nhds).pow 2).div_const _)
  have t₂ : Tendsto (momentumFlux nb v v' S) atBot
      (𝓝 (p + nb * v₁ - 0 ^ 2 / (8 * π))) :=
    (h.stress_bulk.add (h.v_bulk.const_mul nb)).sub ((h.slope_bulk.pow 2).div_const _)
  have e := limits_agree isOpen_Iio isPreconnected_Iio hG self_mem_nhdsWithin
    (Iio_mem_atBot 0) t₁ t₂
  linear_combination e
```

## From the outer face to the far vacuum

For z > 0 there is no background, so b = 0 and v itself drops out of G. This is why no limit of v in the vacuum is needed, and a charged surface, where v behaves as F z to leading order, is admitted. The limits at the two ends give

S(0+) − v′(0)²/(8π) = −F²/(8π),

or

S(0+) = (v′(0)² − F²)/(8π).

```lean
/-- The electronic stress just outside the edge is the difference of the Maxwell stresses at the
edge and far out in the vacuum. -/
theorem vacuum_balance (h : IsSurface nb C p v₁ F Sin Sout n v v' S) :
    Sout = (v' 0 ^ 2 - F ^ 2) / (8 * π) := by
  have hG : ∀ z ∈ Ioi (0 : ℝ), HasDerivAt (momentumFlux 0 v v' S) 0 z := fun z hz =>
    momentumFlux_hasDerivAt (h.slope z (ne_of_gt hz))
      ((h.poisson_out z hz).congr_deriv (by ring)) (h.force z (ne_of_gt hz))
  have t₁ : Tendsto (momentumFlux 0 v v' S) (𝓝[>] 0) (𝓝 (Sout - v' 0 ^ 2 / (8 * π))) :=
    (h.stress_out.sub
      ((((h.slope_cont.tendsto 0).mono_left nhdsWithin_le_nhds).pow 2).div_const
        (8 * π))).congr fun z => by simp [momentumFlux]
  have t₂ : Tendsto (momentumFlux 0 v v' S) atTop (𝓝 (0 - F ^ 2 / (8 * π))) :=
    (h.stress_vacuum.sub ((h.slope_vacuum.pow 2).div_const (8 * π))).congr
      fun z => by simp [momentumFlux]
  have e := limits_agree isOpen_Ioi isPreconnected_Ioi hG self_mem_nhdsWithin
    (Ioi_mem_atTop 0) t₁ t₂
  linear_combination e
```

## The slope at the edge cancels

Solve the bulk relation for the potential rise:

nb (v(0) − v₁) = p − S(0−) + v′(0)²/(8π).

The jump condition gives −S(0−) = C n(0) − S(0+), and the vacuum relation supplies S(0+):

nb (v(0) − v₁) = p + C n(0) − (v′(0)² − F²)/(8π) + v′(0)²/(8π)

= p + C n(0) + F²/(8π).

The proof is this linear combination of the three relations.

```lean
/-- Sum rule for a possibly charged jellium surface: the potential rise from the bulk to the edge
is fixed by the bulk pressure, the stress jump and the Maxwell stress of the outer field. -/
theorem surface_sum_rule (h : IsSurface nb C p v₁ F Sin Sout n v v' S) :
    nb * (v 0 - v₁) = p + C * n 0 + F ^ 2 / (8 * π) := by
  -- the slope at the edge cancels between the two sides
  linear_combination bulk_balance h + h.jump - vacuum_balance h
```

Setting F = 0 gives the rule for a neutral surface:

nb (v(0) − v₁) = p + C n(0).

```lean
/-- Sum rule for a surface with no field far out in the vacuum. -/
theorem neutral_sum_rule (h : IsSurface nb C p v₁ 0 Sin Sout n v v' S) :
    nb * (v 0 - v₁) = p + C * n 0 := by
  linear_combination surface_sum_rule h
```

## The rise expressed through the bulk energy

Let ε(n) be the energy per electron of the uniform system at density n. For nb electrons in a volume V the energy is nb ε(nb/V), and the pressure at V = 1 is

p = −d/dV [nb ε(nb/V)] = nb² ε′(nb).

With C = 0 and F = 0 the neutral rule becomes nb (v(0) − v₁) = nb² ε′(nb). Division by nb ≠ 0 leaves

v(0) − v₁ = nb ε′(nb).

This is the Budd–Vannimenus relation, obtained here from the assumed force balance and from the hypothesis `hp`, which identifies the limit of S in the bulk with the thermodynamic pressure. The number `ε'` is the derivative of `ε` at `nb`. The proof computes the volume derivative by the chain rule, and uniqueness of the derivative then gives p = nb² ε′(nb).

```lean
/-- Budd–Vannimenus relation for profiles that satisfy `IsSurface`: without a stress jump or outer
field, the potential rise is the density times the derivative of the bulk energy per electron `ε`.
The pressure is minus the volume derivative of the energy of `nb` electrons, taken at unit volume.
-/
theorem budd_vannimenus {ε : ℝ → ℝ} {ε' : ℝ}
    (h : IsSurface nb 0 p v₁ 0 Sin Sout n v v' S) (hnb : nb ≠ 0)
    (hε : HasDerivAt ε ε' nb)
    (hp : HasDerivAt (fun V : ℝ => nb * ε (nb / V)) (-p) 1) :
    v 0 - v₁ = nb * ε' := by
  have hd := (hasDerivAt_inv (one_ne_zero : (1 : ℝ) ≠ 0)).const_mul nb
  have hε₁ : HasDerivAt ε ε' (nb * (1 : ℝ)⁻¹) := by simpa using hε
  have hc := (hε₁.comp (1 : ℝ) hd).const_mul nb
  have hp₁ : HasDerivAt (fun V : ℝ => nb * ε (nb * V⁻¹)) (-p) 1 := by
    simpa only [div_eq_mul_inv] using hp
  -- the thermodynamic pressure is `nb ^ 2 * ε'`
  have e := hp₁.unique hc
  have e₂ : p = nb ^ 2 * ε' := by linear_combination -e
  apply mul_left_cancel₀ hnb
  linear_combination neutral_sum_rule h + e₂
```

## An explicit neutral surface

The conditions in `IsSurface` are consistent for every C when F = 0, as an example with nb = 1 and v₁ = 0 shows. Its profiles are given by one formula up to the edge and another beyond it, and `edge` joins the two.

```lean
/-- The profile equal to `f` up to the edge and to `g` beyond it. -/
def edge (f g : ℝ → ℝ) (z : ℝ) : ℝ := if z ≤ 0 then f z else g z
```

For z ≤ 0 take

n = 1 − e^z/2,

v = 2π e^z,

S = 2π − C/2 − 2π e^z + (π/2) e^(2z),

and for z > 0

n = e^(−z)/2,

v = 2π (2 − e^(−z)),

S = (π/2) e^(−2z).

On both sides v′ = 2π e^(−|z|), which is continuous and vanishes at both ends. Inside, v″ = 2π e^z = 4π (1 − n), and S′ = −2π e^z + π e^(2z) = −n v′. Outside, v″ = −2π e^(−z) = −4π n, and S′ = −π e^(−2z) = −n v′. At the edge n(0) = 1/2, and the stress jumps from π/2 − C/2 to π/2, which is C n(0). The bulk pressure is p = 2π − C/2, so p + C n(0) = 2π = v(0), in accord with the sum rule. The profiles are chosen to meet the conditions and are not the solution of an electronic-structure problem.

The Lean proof checks the conditions one by one. The helpers `hin` and `hout` replace a joined profile by the branch that matters near a given point or end, and the limits at infinity follow from the decay of the exponentials.

```lean
/-- An explicit surface with exponential density tails, unit background density and any `C`
satisfies all the conditions, with no field far out in the vacuum. -/
theorem isSurface_witness (C : ℝ) :
    IsSurface 1 C (2 * π - C / 2) 0 0 (π / 2 - C / 2) (π / 2)
      (edge (fun z => 1 - Real.exp z / 2) (fun z => Real.exp (-z) / 2))
      (edge (fun z => 2 * π * Real.exp z) (fun z => 2 * π * (2 - Real.exp (-z))))
      (edge (fun z => 2 * π * Real.exp z) (fun z => 2 * π * Real.exp (-z)))
      (edge (fun z => 2 * π - C / 2 - 2 * π * Real.exp z + π / 2 * (Real.exp z * Real.exp z))
        (fun z => π / 2 * (Real.exp (-z) * Real.exp (-z)))) := by
  -- near a point, or near an end, only one branch of a profile matters
  have hin : ∀ (f g : ℝ → ℝ) (l : Filter ℝ), Iio (0 : ℝ) ∈ l → f =ᶠ[l] edge f g := by
    intro f g l hl
    filter_upwards [hl] with z hz
    exact (if_pos (le_of_lt hz)).symm
  have hout : ∀ (f g : ℝ → ℝ) (l : Filter ℝ), Ioi (0 : ℝ) ∈ l → g =ᶠ[l] edge f g := by
    intro f g l hl
    filter_upwards [hl] with z hz
    exact (if_neg (not_le_of_gt hz)).symm
  have hcont : ∀ f g : ℝ → ℝ, Continuous f → Continuous g → f 0 = g 0 →
      Continuous (edge f g) := by
    intro f g hf hg h0
    refine Continuous.if_le hf hg continuous_id continuous_const fun x hx => ?_
    have hx' : x = 0 := hx
    rw [hx']
    exact h0
  have dE : ∀ z : ℝ, HasDerivAt (fun t => Real.exp (-t)) (-Real.exp (-z)) z := fun z =>
    ((hasDerivAt_id' z).fun_neg.exp).congr_deriv (by ring)
  have hb : ∀ (f : ℝ → ℝ) (a : ℝ), Continuous f → f 0 = a →
      Tendsto (fun z => f (Real.exp z)) atBot (𝓝 a) := fun f a hf ha =>
    ha ▸ (hf.tendsto 0).comp Real.tendsto_exp_atBot
  have ht : ∀ (f : ℝ → ℝ) (a : ℝ), Continuous f → f 0 = a →
      Tendsto (fun z => f (Real.exp (-z))) atTop (𝓝 a) := fun f a hf ha =>
    ha ▸ (hf.tendsto 0).comp Real.tendsto_exp_neg_atTop_nhds_zero
  have h0 : ∀ (f : ℝ → ℝ) (a : ℝ) (s : Set ℝ), Continuous f → f 0 = a →
      Tendsto f (𝓝[s] 0) (𝓝 a) := fun f a s hf ha =>
    ha ▸ (hf.tendsto 0).mono_left nhdsWithin_le_nhds
  constructor
  · exact hcont _ _ (by fun_prop) (by fun_prop) (by simp only [neg_zero, Real.exp_zero]; ring)
  · exact hcont _ _ (by fun_prop) (by fun_prop) (by simp only [neg_zero])
  · intro z hz
    rcases lt_or_gt_of_ne hz with h | h
    · refine HasDerivAt.congr_of_eventuallyEq ?_ (hin _ _ _ (Iio_mem_nhds h)).symm
      refine ((Real.hasDerivAt_exp z).const_mul (2 * π)).congr_deriv ?_
      simp only [edge, if_pos h.le]
    · refine HasDerivAt.congr_of_eventuallyEq ?_ (hout _ _ _ (Ioi_mem_nhds h)).symm
      refine (((dE z).const_sub 2).const_mul (2 * π)).congr_deriv ?_
      simp only [edge, if_neg (not_le_of_gt h), neg_neg]
  · intro z h
    refine HasDerivAt.congr_of_eventuallyEq ?_ (hin _ _ _ (Iio_mem_nhds h)).symm
    refine ((Real.hasDerivAt_exp z).const_mul (2 * π)).congr_deriv ?_
    simp only [edge, if_pos h.le]
    ring
  · intro z h
    refine HasDerivAt.congr_of_eventuallyEq ?_ (hout _ _ _ (Ioi_mem_nhds h)).symm
    refine ((dE z).const_mul (2 * π)).congr_deriv ?_
    simp only [edge, if_neg (not_le_of_gt h)]
    ring
  · intro z hz
    rcases lt_or_gt_of_ne hz with h | h
    · refine HasDerivAt.congr_of_eventuallyEq ?_ (hin _ _ _ (Iio_mem_nhds h)).symm
      have e := Real.hasDerivAt_exp z
      refine (((e.const_mul (2 * π)).const_sub (2 * π - C / 2)).fun_add
        ((e.fun_mul e).const_mul (π / 2))).congr_deriv ?_
      simp only [edge, if_pos h.le]
      ring
    · refine HasDerivAt.congr_of_eventuallyEq ?_ (hout _ _ _ (Ioi_mem_nhds h)).symm
      refine (((dE z).fun_mul (dE z)).const_mul (π / 2)).congr_deriv ?_
      simp only [edge, if_neg (not_le_of_gt h)]
      ring
  · exact (h0 _ _ _ (by fun_prop) (by simp only [Real.exp_zero]; ring)).congr'
      (hin _ _ _ self_mem_nhdsWithin)
  · exact (h0 _ _ _ (by fun_prop) (by simp only [neg_zero, Real.exp_zero]; ring)).congr'
      (hout _ _ _ self_mem_nhdsWithin)
  · simp only [edge, le_refl, if_true, Real.exp_zero]
    ring
  · exact (hb (fun x => 2 * π * x) 0 (by fun_prop) (by ring)).congr'
      (hin _ _ _ (Iio_mem_atBot 0))
  · exact (hb (fun x => 2 * π * x) 0 (by fun_prop) (by ring)).congr'
      (hin _ _ _ (Iio_mem_atBot 0))
  · exact (hb (fun x => 2 * π - C / 2 - 2 * π * x + π / 2 * (x * x)) _ (by fun_prop)
      (by ring)).congr' (hin _ _ _ (Iio_mem_atBot 0))
  · exact (ht (fun x => 2 * π * x) 0 (by fun_prop) (by ring)).congr'
      (hout _ _ _ (Ioi_mem_atTop 0))
  · exact (ht (fun x => π / 2 * (x * x)) 0 (by fun_prop) (by ring)).congr'
      (hout _ _ _ (Ioi_mem_atTop 0))

end

end JelliumSurface
```

```lean
#print axioms JelliumSurface.surface_sum_rule
-- 'JelliumSurface.surface_sum_rule' depends on axioms: [propext, Classical.choice, Quot.sound]
#print axioms JelliumSurface.budd_vannimenus
-- 'JelliumSurface.budd_vannimenus' depends on axioms: [propext, Classical.choice, Quot.sound]
```
